# The Onsager–Büttiker relation for the Green-function transmission

In a magnetic field, two tempting symmetries of the transmission between leads $p$ and $q$ are false in general. Exchanging the leads at fixed field can change it, $T_{pq}(B) \neq T_{qp}(B)$, and so can reversing the field with the leads fixed, $T_{pq}(B) \neq T_{pq}(-B)$. A two-orbital, three-lead example below has $T_{01}(1) = 0$ while $T_{10}(1) = T_{01}(-1) = 1$. If the Hamiltonian matrix satisfies $H(B)^T = H(-B)$ and the leads have symmetric, field-independent self-energies, the combination of both operations survives: $T_{pq}(B) = T_{qp}(-B)$. The name Onsager–Büttiker also covers the symmetry of linear-response conductances and four-terminal resistances; the theorems here concern the transmission function of a finite matrix model at one energy.

## Physical setting

A scattering region has $n$ orbitals and a Hamiltonian matrix $H(B)$. The leads enter through a self-energy $\Sigma = \sum_p \Sigma_p$, and the Green function at energy $E$ is $G(B) = (E - H(B) - \Sigma)^{-1}$. Lead $p$ has the broadening $\Gamma_p = i(\Sigma_p - \Sigma_p^\dagger)$, and
$$T_{pq} = \operatorname{tr}(\Gamma_p G \Gamma_q G^\dagger).$$
For Hermitian $H$, the condition $H(B)^T = H(-B)$ is the same as $H(B)^* = H(-B)$: time reversal acts as plain complex conjugation in the orbital basis and reverses the field. For finite tight-binding transport models of this kind, with field-independent leads, the relation gives the transmissions at $-B$ from the calculation at $B$ and serves as a consistency check on a code.

## Statement

Write $T(L,R;G) = \operatorname{tr}(L G R G^\dagger)$. If $H(B)^T = H(-B)$, $\Sigma^T = \Sigma$, $L^T = L$, $R^T = R$, and $G(\pm B)$ exist, then
$$T(L,R;G(B)) = T(R,L;G(-B)).$$
Three further results are proved. For $H(B)^T = H(-B)$ and symmetric $\Sigma_p$, $T_{pq}(B) = T_{qp}(-B)$. For Hermitian $H$ and real $E$, $\sum_q T_{pq} = \sum_q T_{qp}$ at fixed field. With two leads and both sets of hypotheses, $T_{01}(B) = T_{01}(-B)$.

## Derivation

Let $A(B) = E - H(B) - \Sigma$. The hypotheses give $A(B)^T = E - H(-B) - \Sigma = A(-B)$. From $A(B)G(B) = 1$ and finite dimension follows $G(B)A(B) = 1$, whose transpose is $A(-B)\,G(B)^T = 1$. An inverse is unique, so $G(-B) = G(B)^T$.

Put $G = G(B)$. A trace is unchanged by transposition, and $(G^\dagger)^T = (G^T)^\dagger$, so
$$\operatorname{tr}(L G R G^\dagger) = \operatorname{tr}\big((G^T)^\dagger R^T G^T L^T\big) = \operatorname{tr}\big((G^T)^\dagger R\, G^T L\big) = \operatorname{tr}\big(R\, G^T L\, (G^T)^\dagger\big),$$
the last step being a cyclic shift. Inserting $G^T = G(-B)$ gives the relation. For leads, $\Gamma_p^T = i\big(\Sigma_p^T - (\Sigma_p^T)^\dagger\big) = \Gamma_p$ and $\sum_p \Sigma_p$ is symmetric, so $L = \Gamma_p$, $R = \Gamma_q$ is allowed.

For the sum rule, let $H = H^\dagger$ and $E$ be real. Then $A^\dagger - A = \Sigma - \Sigma^\dagger$, so the total broadening is $\Gamma = \sum_q \Gamma_q = i(A^\dagger - A)$. With $AG = GA = 1$ and the adjoints $G^\dagger A^\dagger = A^\dagger G^\dagger = 1$,
$$G \Gamma G^\dagger = i(G A^\dagger G^\dagger - G A G^\dagger) = i(G - G^\dagger), \qquad G^\dagger \Gamma G = i(G^\dagger A^\dagger G - G^\dagger A G) = i(G - G^\dagger).$$
Hence
$$\sum_q T_{pq} = \operatorname{tr}(\Gamma_p G \Gamma G^\dagger) = \operatorname{tr}(\Gamma_p G^\dagger \Gamma G) = \sum_q \operatorname{tr}(\Gamma_q G \Gamma_p G^\dagger) = \sum_q T_{qp}.$$
For two leads and $p = 0$ this reads $T_{00} + T_{01} = T_{00} + T_{10}$, so $T_{01}(B) = T_{10}(B) = T_{01}(-B)$.

The example takes $H(B) = \begin{pmatrix} 0 & iB \\ -iB & 0\end{pmatrix}$, $E = 0$, $\Sigma_0 = \operatorname{diag}(-i, 0)$, $\Sigma_1 = \operatorname{diag}(0, -i)$, and $\Sigma_2$ with every entry $-i$. Then
$$A(1) = \begin{pmatrix} 2i & 0 \\ 2i & 2i \end{pmatrix}, \qquad G(1) = \begin{pmatrix} -i/2 & 0 \\ i/2 & -i/2 \end{pmatrix}.$$
With $\Gamma_0 = \operatorname{diag}(2,0)$ and $\Gamma_1 = \operatorname{diag}(0,2)$ one finds $T_{01}(1) = 4|G_{01}|^2 = 0$ and $T_{10}(1) = 4|G_{10}|^2 = 1$, and reciprocity gives $T_{01}(-1) = 1$. Evenness in the field can therefore fail once a third lead is attached.

## What the formal version assumes

All operators have type `Matrix n n ℂ` over a finite index type, which fixes the basis in which transposes are taken. The field lives in a type `β` with `[Neg β]` and nothing more; a real number and a vector both qualify. The self-energy is called `S`. The functions `broadening`, `transmission` and `leadTransmission` are $\Gamma$, $T(L,R;G)$ and $T_{pq}$, the last two with values in `ℂ`; that they are real or non-negative is not stated.

`IsGreen E H S G` means $(E - H - \Sigma)G = 1$. Existence of the Green function is thus a hypothesis, and Mathlib's convention that a singular matrix has inverse zero plays no part; `isGreen_iff` shows that the condition is equivalent to a nonzero determinant together with $G = (E - H - \Sigma)^{-1}$. In `onsager_buttiker`, `G` and `Gm` are the Green functions at `B` and `-B`, `hH` is $H(B)^T = H(-B)$ for all $B$, and `hS`, `hL`, `hR` are the symmetries. The energy may be complex, $H$ need not be Hermitian, and $L$, $R$ need not be real. A real `E` and Hermiticity are hypotheses only in `spectral_identity`, `sum_rule` and `two_terminal_even`, the last needing Hermiticity only at the given `B`.

The same `S` is used at both fields, so leads whose self-energy depends on the field are excluded. Its symmetry is assumed and not derived from a lead Hamiltonian. Time reversal with a spin rotation is not covered: a Zeeman term $B\sigma_x$ is symmetric and violates `hH`. The diagonal term $T_{pp}$ is simply the trace formula at $q = p$ and is not identified with a reflection probability.

Two counter-examples, checked by hand only, reuse the numbers above with $L = \Gamma_0$, $R = \Gamma_1$. If `hH` is dropped, let the Hamiltonian equal $H(1)$ at every field; the two sides become $0$ and $1$. If `hS` is dropped, take a zero Hamiltonian and move $H(1)$ into the self-energy, with the same outcome.

In Lean 4 with Mathlib:

```lean
import Mathlib

open Matrix

namespace OnsagerButtiker

noncomputable section

variable {n : Type*}

/-- The broadening matrix `Γ = i (Σ - Σ†)` of a self-energy `Σ`. -/
def broadening (S : Matrix n n ℂ) : Matrix n n ℂ := Complex.I • (S - Sᴴ)

/-- The broadening matrix of a complex symmetric self-energy is symmetric. -/
theorem broadening_transpose {S : Matrix n n ℂ} (hS : Sᵀ = S) :
    (broadening S)ᵀ = broadening S := by
  have hc : Sᴴᵀ = Sᵀᴴ := by ext i j; rfl
  unfold broadening
  rw [transpose_smul, transpose_sub, hc, hS]

variable [Fintype n]

/-- The transmission function `tr (L G R G†)` for coupling matrices `L`, `R` and
propagator `G`. -/
def transmission (L R G : Matrix n n ℂ) : ℂ := (L * G * R * Gᴴ).trace

/-- The transmission `T_pq = tr (Γ_p G Γ_q G†)` between leads `p` and `q` with
self-energies `S p` and `S q`. -/
def leadTransmission {ι : Type*} (S : ι → Matrix n n ℂ) (G : Matrix n n ℂ) (p q : ι) : ℂ :=
  transmission (broadening (S p)) (broadening (S q)) G

/-- For symmetric couplings, exchanging `L` and `R` while transposing the propagator
leaves the transmission unchanged. -/
theorem transmission_transpose {L R : Matrix n n ℂ} (hL : Lᵀ = L) (hR : Rᵀ = R)
    (G : Matrix n n ℂ) : transmission L R G = transmission R L Gᵀ := by
  have hc : Gᴴᵀ = Gᵀᴴ := by ext i j; rfl
  unfold transmission
  -- transpose under the trace, then rotate cyclically
  calc (L * G * R * Gᴴ).trace = ((L * G * R * Gᴴ)ᵀ).trace := (trace_transpose _).symm
    _ = (Gᵀᴴ * (R * (Gᵀ * L))).trace := by
        rw [transpose_mul, transpose_mul, transpose_mul, hL, hR, hc]
    _ = (R * Gᵀ * L * Gᵀᴴ).trace := by
        rw [trace_mul_comm, ← Matrix.mul_assoc R]

variable [DecidableEq n]

/-- `G` is a Green function at energy `E` for Hamiltonian `H` and self-energy `S`:
`(E - H - S) G = 1`. -/
def IsGreen (E : ℂ) (H S G : Matrix n n ℂ) : Prop :=
  (E • (1 : Matrix n n ℂ) - H - S) * G = 1

/-- `G` is a Green function exactly when `E - H - S` has nonzero determinant and `G` is
its inverse. -/
theorem isGreen_iff {E : ℂ} {H S G : Matrix n n ℂ} :
    IsGreen E H S G ↔
      (E • (1 : Matrix n n ℂ) - H - S).det ≠ 0 ∧ G = (E • (1 : Matrix n n ℂ) - H - S)⁻¹ := by
  unfold IsGreen
  constructor
  · intro h
    refine ⟨fun h0 => ?_, (Matrix.inv_eq_right_inv h).symm⟩
    have h1 := congrArg Matrix.det h
    rw [det_mul, h0, zero_mul, det_one] at h1
    exact zero_ne_one h1
  · rintro ⟨hd, hG⟩
    rw [hG]
    exact Matrix.mul_nonsing_inv _ (isUnit_iff_ne_zero.mpr hd)

variable {β : Type*} [Neg β]

/-- If `H(B)ᵀ = H(-B)` and the self-energy is symmetric, the transpose of a Green function
at field `B` is a Green function at field `-B`. -/
theorem isGreen_reverse {H : β → Matrix n n ℂ} (hH : ∀ B, (H B)ᵀ = H (-B))
    {S : Matrix n n ℂ} (hS : Sᵀ = S) {E : ℂ} {B : β} {G : Matrix n n ℂ}
    (hG : IsGreen E (H B) S G) : IsGreen E (H (-B)) S Gᵀ := by
  unfold IsGreen at hG ⊢
  -- a right inverse of a square matrix is a left inverse
  have h1 : G * (E • (1 : Matrix n n ℂ) - H B - S) = 1 := _root_.mul_eq_one_comm.mp hG
  have hA : (E • (1 : Matrix n n ℂ) - H B - S)ᵀ = E • (1 : Matrix n n ℂ) - H (-B) - S := by
    rw [transpose_sub, transpose_sub, transpose_smul, transpose_one, hH B, hS]
  rw [← hA, ← transpose_mul, h1, transpose_one]

/-- Reciprocity of the Green function: `G(-B) = G(B)ᵀ` when `H(B)ᵀ = H(-B)` and the
self-energy is symmetric. -/
theorem green_reciprocity {H : β → Matrix n n ℂ} (hH : ∀ B, (H B)ᵀ = H (-B))
    {S : Matrix n n ℂ} (hS : Sᵀ = S) {E : ℂ} {B : β} {G Gm : Matrix n n ℂ}
    (hG : IsGreen E (H B) S G) (hGm : IsGreen E (H (-B)) S Gm) : Gm = Gᵀ :=
  (isGreen_iff.mp hGm).2.trans (isGreen_iff.mp (isGreen_reverse hH hS hG)).2.symm

/-- Onsager-Büttiker relation: if `H(B)ᵀ = H(-B)` and `Σ`, `L`, `R` are symmetric, then
`tr (L G(B) R G(B)†) = tr (R G(-B) L G(-B)†)`. -/
theorem onsager_buttiker {H : β → Matrix n n ℂ} (hH : ∀ B, (H B)ᵀ = H (-B))
    {S L R : Matrix n n ℂ} (hS : Sᵀ = S) (hL : Lᵀ = L) (hR : Rᵀ = R)
    {E : ℂ} {B : β} {G Gm : Matrix n n ℂ}
    (hG : IsGreen E (H B) S G) (hGm : IsGreen E (H (-B)) S Gm) :
    transmission L R G = transmission R L Gm := by
  rw [green_reciprocity hH hS hG hGm]
  exact transmission_transpose hL hR G

/-- Multi-terminal Onsager-Büttiker relation `T_pq(B) = T_qp(-B)` for any finite set of leads
with symmetric self-energies, the total self-energy being their sum, when
`H(B)ᵀ = H(-B)` for all fields. -/
theorem onsager_buttiker_leads {ι : Type*} [Fintype ι] {H : β → Matrix n n ℂ}
    (hH : ∀ B, (H B)ᵀ = H (-B)) {S : ι → Matrix n n ℂ} (hS : ∀ p, (S p)ᵀ = S p)
    {E : ℂ} {B : β} {G Gm : Matrix n n ℂ}
    (hG : IsGreen E (H B) (∑ p, S p) G) (hGm : IsGreen E (H (-B)) (∑ p, S p) Gm) (p q : ι) :
    leadTransmission S G p q = leadTransmission S Gm q p := by
  have hsum : (∑ p, S p)ᵀ = ∑ p, S p := by
    rw [transpose_sum]
    exact Finset.sum_congr rfl fun p _ => hS p
  exact onsager_buttiker hH hsum (broadening_transpose (hS p)) (broadening_transpose (hS q))
    hG hGm

/-- For Hermitian `H` and real energy, `G Γ G†` and `G† Γ G` both equal `i (G - G†)`,
with `Γ` the broadening of the self-energy. -/
theorem spectral_identity {E : ℝ} {H S G : Matrix n n ℂ} (hH : H.IsHermitian)
    (hG : IsGreen (E : ℂ) H S G) :
    G * broadening S * Gᴴ = Complex.I • (G - Gᴴ) ∧
      Gᴴ * broadening S * G = Complex.I • (G - Gᴴ) := by
  obtain ⟨A, hA⟩ : ∃ A, A = (E : ℂ) • (1 : Matrix n n ℂ) - H - S := ⟨_, rfl⟩
  have hAG : A * G = 1 := by rw [hA]; exact hG
  have hGA : G * A = 1 := _root_.mul_eq_one_comm.mp hAG
  have h3 : Gᴴ * Aᴴ = 1 := by rw [← conjTranspose_mul, hAG, conjTranspose_one]
  have h4 : Aᴴ * Gᴴ = 1 := by rw [← conjTranspose_mul, hGA, conjTranspose_one]
  -- only the self-energy contributes to the anti-Hermitian part of `E - H - S`
  have hS : S - Sᴴ = Aᴴ - A := by
    have hE : star (E : ℂ) = (E : ℂ) := Complex.conj_ofReal E
    rw [hA, conjTranspose_sub, conjTranspose_sub, conjTranspose_smul, conjTranspose_one,
      hH.eq, hE]
    abel
  unfold broadening
  rw [hS]
  constructor
  · rw [Matrix.mul_smul, Matrix.smul_mul, Matrix.mul_sub, Matrix.sub_mul,
      Matrix.mul_assoc G Aᴴ, h4, hGA, Matrix.mul_one, Matrix.one_mul]
  · rw [Matrix.mul_smul, Matrix.smul_mul, Matrix.mul_sub, Matrix.sub_mul, h3,
      Matrix.mul_assoc Gᴴ A, hAG, Matrix.one_mul, Matrix.mul_one]

/-- Sum rule `∑_q T_pq = ∑_q T_qp` at fixed field, for Hermitian `H`, real energy and a
self-energy that is the sum of the lead self-energies. -/
theorem sum_rule {ι : Type*} [Fintype ι] {E : ℝ} {H G : Matrix n n ℂ} (hH : H.IsHermitian)
    {S : ι → Matrix n n ℂ} (hG : IsGreen (E : ℂ) H (∑ p, S p) G) (p : ι) :
    ∑ q, leadTransmission S G p q = ∑ q, leadTransmission S G q p := by
  have hb : broadening (∑ q, S q) = ∑ q, broadening (S q) := by
    simp only [broadening, conjTranspose_sum, smul_sub, Finset.smul_sum,
      Finset.sum_sub_distrib]
  obtain ⟨h1, h2⟩ := spectral_identity hH hG
  calc ∑ q, leadTransmission S G p q
      = (broadening (S p) * (G * broadening (∑ q, S q) * Gᴴ)).trace := by
        rw [hb]
        simp only [leadTransmission, transmission, Matrix.mul_sum, Matrix.sum_mul, trace_sum,
          Matrix.mul_assoc]
    _ = (broadening (S p) * (Gᴴ * broadening (∑ q, S q) * G)).trace := by rw [h1, h2]
    _ = ∑ q, leadTransmission S G q p := by
        rw [hb]
        simp only [leadTransmission, transmission, Matrix.mul_sum, Matrix.sum_mul, trace_sum]
        refine Finset.sum_congr rfl fun q _ => ?_
        have hc := trace_mul_comm (broadening (S p) * Gᴴ) (broadening (S q) * G)
        simpa only [Matrix.mul_assoc] using hc

/-- With exactly two leads with symmetric self-energies, `H(B)ᵀ = H(-B)` for all fields,
Hermitian `H(B)` at the given field and real energy, the transmission is even in
the field: `T_01(B) = T_01(-B)`. -/
theorem two_terminal_even {H : β → Matrix n n ℂ} (hH : ∀ B, (H B)ᵀ = H (-B))
    {S : Fin 2 → Matrix n n ℂ} (hS : ∀ p, (S p)ᵀ = S p) {E : ℝ} {B : β}
    (hHerm : (H B).IsHermitian) {G Gm : Matrix n n ℂ}
    (hG : IsGreen (E : ℂ) (H B) (∑ p, S p) G)
    (hGm : IsGreen (E : ℂ) (H (-B)) (∑ p, S p) Gm) :
    leadTransmission S G 0 1 = leadTransmission S Gm 0 1 := by
  -- the sum rule gives `T_01(B) = T_10(B)`, reciprocity gives `T_10(B) = T_01(-B)`
  have h := sum_rule hHerm hG 0
  simp only [Fin.sum_univ_two] at h
  exact (add_left_cancel h).trans (onsager_buttiker_leads hH hS hG hGm 1 0)

/-- A two-orbital Hamiltonian with purely imaginary hopping `i B`. -/
def fluxH (B : ℝ) : Matrix (Fin 2) (Fin 2) ℂ :=
  !![0, Complex.I * B; -(Complex.I * B), 0]

/-- Three lead self-energies: one on each orbital, and one coupling equally to both. -/
def threeLeads : Fin 3 → Matrix (Fin 2) (Fin 2) ℂ :=
  ![!![-Complex.I, 0; 0, 0], !![0, 0; 0, -Complex.I],
    !![-Complex.I, -Complex.I; -Complex.I, -Complex.I]]

/-- The propagator matrix used with `fluxH 1` and `threeLeads` at energy zero. -/
def fluxG : Matrix (Fin 2) (Fin 2) ℂ :=
  !![-Complex.I / 2, 0; Complex.I / 2, -Complex.I / 2]

/-- The Hermitian family `fluxH` with `threeLeads` meets the reciprocity hypotheses at energy
zero, with `T_01(1) = 0`, `T_10(1) = 1` and `T_01(-1) = 1`. -/
theorem onsager_buttiker_witness :
    (∀ B, (fluxH B)ᵀ = fluxH (-B)) ∧ (∀ B, (fluxH B).IsHermitian) ∧
      (∀ p, (threeLeads p)ᵀ = threeLeads p) ∧
      IsGreen 0 (fluxH 1) (∑ p, threeLeads p) fluxG ∧
      IsGreen 0 (fluxH (-1)) (∑ p, threeLeads p) fluxGᵀ ∧
      leadTransmission threeLeads fluxG 0 1 = 0 ∧
      leadTransmission threeLeads fluxG 1 0 = 1 ∧
      leadTransmission threeLeads fluxGᵀ 0 1 = 1 := by
  have h0 : threeLeads 0 = !![-Complex.I, 0; 0, 0] := rfl
  have h1 : threeLeads 1 = !![0, 0; 0, -Complex.I] := rfl
  have h2 : threeLeads 2 = !![-Complex.I, -Complex.I; -Complex.I, -Complex.I] := rfl
  have hT : ∀ B, (fluxH B)ᵀ = fluxH (-B) := by
    intro B
    ext i j
    fin_cases i <;> fin_cases j <;> simp [fluxH]
  have hHerm : ∀ B, (fluxH B).IsHermitian := by
    intro B
    change (fluxH B)ᴴ = fluxH B
    ext i j
    fin_cases i <;> fin_cases j <;> simp [fluxH, conjTranspose_apply]
  have hS : ∀ p, (threeLeads p)ᵀ = threeLeads p := by
    intro p
    fin_cases p <;> ext i j <;> fin_cases i <;> fin_cases j <;>
      rfl
  have hsum : (∑ p, threeLeads p)ᵀ = ∑ p, threeLeads p := by
    rw [transpose_sum]
    exact Finset.sum_congr rfl fun p _ => hS p
  -- at `B = 1` one off-diagonal element of `E - H - Σ` cancels
  have hA : (0 : ℂ) • (1 : Matrix (Fin 2) (Fin 2) ℂ) - fluxH 1 - ∑ p, threeLeads p
      = !![2 * Complex.I, 0; 2 * Complex.I, 2 * Complex.I] := by
    rw [Fin.sum_univ_three, h0, h1, h2]
    ext i j
    fin_cases i <;> fin_cases j <;> simp [fluxH, Complex.ext_iff] <;> norm_num
  have hG : IsGreen 0 (fluxH 1) (∑ p, threeLeads p) fluxG := by
    unfold IsGreen
    rw [hA]
    ext i j
    fin_cases i <;> fin_cases j <;>
      simp [fluxG, Matrix.mul_apply, Fin.sum_univ_two, Complex.ext_iff] <;> norm_num
  have hGm : IsGreen 0 (fluxH (-1)) (∑ p, threeLeads p) fluxGᵀ := isGreen_reverse hT hsum hG
  have b0 : broadening (threeLeads 0) = !![2, 0; 0, 0] := by
    rw [h0]
    ext i j
    fin_cases i <;> fin_cases j <;>
      simp [broadening, conjTranspose_apply, Complex.ext_iff]
    norm_num
  have b1 : broadening (threeLeads 1) = !![0, 0; 0, 2] := by
    rw [h1]
    ext i j
    fin_cases i <;> fin_cases j <;>
      simp [broadening, conjTranspose_apply, Complex.ext_iff]
    norm_num
  have hGH : fluxGᴴ = !![Complex.I / 2, -Complex.I / 2; 0, Complex.I / 2] := by
    ext i j
    fin_cases i <;> fin_cases j <;>
      simp [fluxG, conjTranspose_apply]
  have t01 : leadTransmission threeLeads fluxG 0 1 = 0 := by
    unfold leadTransmission transmission
    rw [b0, b1, hGH]
    simp only [fluxG, Matrix.mul_fin_two, Matrix.trace_fin_two]
    simp
  have t10 : leadTransmission threeLeads fluxG 1 0 = 1 := by
    unfold leadTransmission transmission
    rw [b0, b1, hGH]
    simp only [fluxG, Matrix.mul_fin_two, Matrix.trace_fin_two]
    simp [Complex.ext_iff]
    norm_num
  exact ⟨hT, hHerm, hS, hG, hGm, t01, t10,
    (onsager_buttiker_leads hT hS hG hGm 1 0).symm.trans t10⟩

end

end OnsagerButtiker
```

```lean
#print axioms OnsagerButtiker.onsager_buttiker_leads
#print axioms OnsagerButtiker.two_terminal_even
```

```
'OnsagerButtiker.onsager_buttiker_leads' depends on axioms: [propext, Classical.choice, Quot.sound]
'OnsagerButtiker.two_terminal_even' depends on axioms: [propext, Classical.choice, Quot.sound]
```

## Notes on the proof

`isGreen_reverse` is the first step by hand: `mul_eq_one_comm` turns $AG = 1$ into `h1`, $GA = 1$; `hA` is $A(B)^T = A(-B)$; the last line transposes `h1`. In `green_reciprocity`, `isGreen_iff` identifies both `Gm` and `Gᵀ` with the inverse of $A(-B)$, which is the uniqueness argument. In `isGreen_iff` itself, the determinant of $AG = 1$ rules out $\det A = 0$.

The `calc` block of `transmission_transpose` follows the trace chain, with `trace_transpose` for the transposition, `hc` for $(G^\dagger)^T = (G^T)^\dagger$, and `trace_mul_comm` for the cyclic shift. `onsager_buttiker` replaces `Gm` by `Gᵀ` and applies it. `onsager_buttiker_leads` supplies the symmetry of the summed self-energy (`hsum`) and of each $\Gamma_p$ (`broadening_transpose`).

In `spectral_identity`, `hAG`, `hGA`, `h3` and `h4` are the four inverse relations, and `hS` is $\Sigma - \Sigma^\dagger = A^\dagger - A$, where Hermiticity and the real energy are used. `sum_rule` collects the leads with `hb`, exchanges $G\Gamma G^\dagger$ for $G^\dagger \Gamma G$ through `h1` and `h2`, and rotates each term of the sum. `two_terminal_even` cancels $T_{00}$ by `add_left_cancel` and ends with reciprocity for the pair `1 0`.

`onsager_buttiker_witness` checks the example entry by entry: `hA` is $A(1)$, `b0` and `b1` are the two broadenings, and `t01`, `t10` the two traces. The Green function at $B = -1$ comes from `isGreen_reverse`, and $T_{01}(-1) = 1$ from `onsager_buttiker_leads` combined with `t10`.
